# The Li–Nunes–Vanderbilt functional of a finite system with no level at the chemical potential: stationary at the occupied-space projector, unbounded below

Li–Nunes–Vanderbilt minimisation seeks the zero-temperature density matrix of non-interacting electrons by lowering $\mathrm{tr}(H(3X^2-2X^3))$ over Hermitian trial matrices $X$, where $H$ is the Hamiltonian with energies measured from the chemical potential. Lowering makes sense only for a real number, whereas the trace of a complex matrix is a complex number. The functional is therefore defined here as the real part,

$$\Omega(X)=\mathrm{Re}\,\mathrm{tr}\big(H(3X^2-2X^3)\big),$$

and a separate theorem shows that nothing is lost for Hermitian $X$. The levels are labelled by a finite type `n`, and matrices are complex.

In Lean 4 with Mathlib:

```lean
import Mathlib

open Matrix

namespace OccupiedProjectorLNV

noncomputable section

variable {n : Type*} [Fintype n] [DecidableEq n]
```

## Levels, occupations and the functional

Energies are measured from the chemical potential, so a level is occupied when its energy is negative. The Hamiltonian is written in its own eigenbasis, $H=\mathrm{diag}(e_i)$ with real $e_i$. Carrying the result to a general Hermitian matrix takes a unitary change of basis, which is left to the reader.

```lean
/-- The Hamiltonian `diag(e)` with real level energies `e`. -/
def hamiltonian (e : n → ℝ) : Matrix n n ℂ := diagonal fun i => (e i : ℂ)
```

The occupation $p_i$ is 1 for $e_i<0$ and 0 otherwise.

```lean
/-- The occupation of a level: one if its energy is negative, zero otherwise. -/
def occ (e : n → ℝ) (i : n) : ℝ := if e i < 0 then 1 else 0
```

The occupied-space projector is $P=\mathrm{diag}(p_i)$.

```lean
/-- The projector onto the levels of negative energy. -/
def projector (e : n → ℝ) : Matrix n n ℂ := diagonal fun i => (occ e i : ℂ)
```

The purification polynomial $3X^2-2X^3$ maps the occupations 0 and 1 to themselves and is flat at both.

```lean
/-- The purification polynomial `3X² - 2X³`. -/
def purify (X : Matrix n n ℂ) : Matrix n n ℂ := (3 : ℂ) • X ^ 2 - (2 : ℂ) • X ^ 3
```

With it, `lnv e X` is $\Omega(X)$.

```lean
/-- The Li-Nunes-Vanderbilt functional: the real part of `tr(H(3X² - 2X³))`. -/
def lnv (e : n → ℝ) (X : Matrix n n ℂ) : ℝ := (trace (hamiltonian e * purify X)).re
```

## Expansion about the projector

Since $P$ and $X$ need not commute, the order of factors has to be kept. In $3(P+X)^2-2(P+X)^3$ the terms linear in $X$ are

$$L=3(PX+XP)-2(P^2X+PXP+XP^2).$$

```lean
/-- The part of `purify (P + X)` that is linear in `X`. -/
def linPart (P X : Matrix n n ℂ) : Matrix n n ℂ :=
  (3 : ℂ) • (P * X + X * P) - (2 : ℂ) • (P * (P * X) + P * (X * P) + X * P * P)
```

The quadratic terms are

$$Q=3X^2-2(PX^2+XPX+X^2P),$$

and the only cubic term is $-2X^3$.

```lean
/-- The part of `purify (P + X)` that is quadratic in `X`. -/
def quadPart (P X : Matrix n n ℂ) : Matrix n n ℂ :=
  (3 : ℂ) • (X * X) - (2 : ℂ) • (P * (X * X) + X * P * X + X * X * P)
```

The quadratic part will lead to a sum over pairs of levels, with weight $w_{ij}=3$ if $i$ and $j$ are both occupied or both empty, and $w_{ij}=1$ if one is occupied and the other empty.

```lean
/-- The weight of a pair of levels: three if both are occupied or both empty, one otherwise. -/
def weight (e : n → ℝ) (i j : n) : ℝ := if (e i < 0 ↔ e j < 0) then 3 else 1
```

The sum itself is

$$c(X)=\sum_{i,j}w_{ij}\,|e_i|\,|X_{ij}|^2 .$$

It is called `curvature` in the code, but it is the coefficient of $t^2$ along a line and hence half the second derivative.

```lean
/-- The weighted sum of `|e i| |X i j|²` over all pairs of levels. -/
def curvature (e : n → ℝ) (X : Matrix n n ℂ) : ℝ :=
  ∑ i, ∑ j, weight e i j * |e i| * Complex.normSq (X i j)
```

## Real values on Hermitian matrices

A diagonal matrix with real entries equals its conjugate transpose. This applies to both $H$ and $P$.

```lean
omit [Fintype n] in
/-- A diagonal matrix with real entries is Hermitian. -/
theorem real_diagonal_hermitian (d : n → ℝ) :
    (diagonal fun i => (d i : ℂ)).IsHermitian := by
  rw [Matrix.IsHermitian, diagonal_conjTranspose]
  congr 1
  funext i
  simp
```

If $X$ is Hermitian, so is $F=3X^2-2X^3$. Then $\overline{\mathrm{tr}(HF)}=\mathrm{tr}(FH)=\mathrm{tr}(HF)$ by cyclicity, so the trace is real and equals $\Omega(X)$.

```lean
/-- For Hermitian `X` the trace `tr(H(3X² - 2X³))` is real and equals the functional. -/
theorem trace_eq_lnv (e : n → ℝ) {X : Matrix n n ℂ} (hX : X.IsHermitian) :
    trace (hamiltonian e * purify X) = (lnv e X : ℂ) := by
  have hp : (purify X)ᴴ = purify X := by
    simp [purify, conjTranspose_sub, conjTranspose_smul, conjTranspose_pow, hX.eq]
  have hH : (hamiltonian e)ᴴ = hamiltonian e := real_diagonal_hermitian e
  have h : star (trace (hamiltonian e * purify X)) = trace (hamiltonian e * purify X) := by
    rw [← trace_conjTranspose, conjTranspose_mul, hp, hH, trace_mul_comm]
  exact (Complex.conj_eq_iff_re.1 h).symm
```

## The linear term vanishes

Because $P$ is diagonal, the diagonal entries of $L$ are $L_{ii}=6p_iX_{ii}-6p_i^2X_{ii}$. Occupations satisfy $p_i^2=p_i$, so every $L_{ii}$ is zero and

$$\mathrm{tr}(HL)=\sum_i e_iL_{ii}=0 .$$

The proof treats each summand separately: `hp` is $p_i^2=p_i$, and `linear_combination` multiplies it by $-6e_iX_{ii}$. Neither hermiticity of $X$ nor a condition on the energies is used.

```lean
/-- The first-order change of the functional at the occupied-space projector vanishes. -/
theorem first_variation (e : n → ℝ) (X : Matrix n n ℂ) :
    trace (hamiltonian e * linPart (projector e) X) = 0 := by
  rw [Matrix.trace]
  refine Finset.sum_eq_zero fun i _ => ?_
  -- occupations are idempotent
  have hp : (occ e i : ℂ) * (occ e i : ℂ) = (occ e i : ℂ) := by
    unfold occ
    split_ifs <;> simp
  rw [Matrix.diag_apply, hamiltonian, diagonal_mul]
  simp only [linPart, projector, Matrix.sub_apply, Matrix.add_apply, Matrix.smul_apply,
    smul_eq_mul, diagonal_mul, mul_diagonal]
  linear_combination (-6 * (e i : ℂ) * X i i) * hp
```

## The quadratic term is a weighted sum of squares

For Hermitian $X$ we have $X_{ij}X_{ji}=|X_{ij}|^2$, and therefore

$$\mathrm{tr}(HQ)=\sum_{i,j}e_i(3-4p_i-2p_j)|X_{ij}|^2 .$$

Each coefficient $e_i(3-4p_i-2p_j)$ in fact equals $w_{ij}|e_i|$. The code checks the slightly weaker statement that the sums of the coefficients for $(i,j)$ and $(j,i)$ agree, which is enough because $|X_{ij}|^2$ is symmetric:

- both empty: $3e_i+3e_j=3(|e_i|+|e_j|)$;
- both occupied: $-3e_i-3e_j=3(|e_i|+|e_j|)$;
- $i$ occupied, $j$ empty: $-e_i+e_j=|e_i|+|e_j|$, and likewise with the roles exchanged.

These are the symmetrised coefficients of $c(X)$, so $\mathrm{tr}(HQ)=c(X)$. In the proof, `ht` is the double sum, `ha` writes $|e_k|=e_k(1-2p_k)$, `sym` permits the comparison of symmetrised terms, and the final `by_cases` runs through the cases above.

```lean
/-- The second-order coefficient of the functional at the occupied-space projector, along a
Hermitian direction, is the curvature. -/
theorem second_variation (e : n → ℝ) {X : Matrix n n ℂ} (hX : X.IsHermitian) :
    trace (hamiltonian e * quadPart (projector e) X) = (curvature e X : ℂ) := by
  have hN : ∀ i j, X i j * X j i = (Complex.normSq (X i j) : ℂ) := by
    intro i j
    rw [← hX.apply j i]
    exact Complex.mul_conj _
  have hs : ∀ i j, Complex.normSq (X i j) = Complex.normSq (X j i) := by
    intro i j
    rw [← hX.apply i j]
    exact Complex.normSq_conj _
  have ht : trace (hamiltonian e * quadPart (projector e) X) =
      ((∑ i, ∑ j, e i * (3 - 4 * occ e i - 2 * occ e j) * Complex.normSq (X i j) : ℝ) : ℂ) := by
    rw [Matrix.trace]
    push_cast
    refine Finset.sum_congr rfl fun i _ => ?_
    have h0 : (X * X) i i = ∑ j, (Complex.normSq (X i j) : ℂ) := by
      simp only [Matrix.mul_apply, hN]
    have h1 : (projector e * (X * X)) i i = (occ e i : ℂ) * (X * X) i i := by
      rw [projector, diagonal_mul]
    have h2 : (X * X * projector e) i i = (X * X) i i * (occ e i : ℂ) := by
      rw [projector, mul_diagonal]
    have h3 : (X * projector e * X) i i =
        ∑ j, (occ e j : ℂ) * (Complex.normSq (X i j) : ℂ) := by
      rw [Matrix.mul_apply]
      refine Finset.sum_congr rfl fun j _ => ?_
      rw [projector, mul_diagonal, ← hN]
      ring
    rw [Matrix.diag_apply, hamiltonian, diagonal_mul, quadPart]
    simp only [Matrix.sub_apply, Matrix.add_apply, Matrix.smul_apply, smul_eq_mul, h1, h2, h3, h0]
    simp only [Finset.mul_sum, Finset.sum_mul, ← Finset.sum_add_distrib,
      ← Finset.sum_sub_distrib]
    refine Finset.sum_congr rfl fun j _ => ?_
    ring
  have ha : ∀ k, |e k| = e k * (1 - 2 * occ e k) := by
    intro k
    unfold occ
    split_ifs with h
    · rw [abs_of_neg h]; ring
    · rw [abs_of_nonneg (not_lt.1 h)]; ring
  -- two double sums agree once their symmetrised terms agree
  have sym : ∀ f g : n → n → ℝ, (∀ i j, f i j + f j i = g i j + g j i) →
      ∑ i, ∑ j, f i j = ∑ i, ∑ j, g i j := by
    intro f g h
    have h1 : ∑ i, ∑ j, (f i j + f j i) = ∑ i, ∑ j, (g i j + g j i) :=
      Finset.sum_congr rfl fun i _ => Finset.sum_congr rfl fun j _ => h i j
    simp only [Finset.sum_add_distrib] at h1
    have hf : ∑ i, ∑ j, f j i = ∑ i, ∑ j, f i j := Finset.sum_comm
    have hg : ∑ i, ∑ j, g j i = ∑ i, ∑ j, g i j := Finset.sum_comm
    linarith
  rw [ht, curvature]
  congr 1
  apply sym
  intro i j
  rw [hs i j, ha i, ha j]
  by_cases hi : e i < 0 <;> by_cases hj : e j < 0 <;>
    simp only [occ, weight, hi, hj, if_true, if_false, iff_self, iff_false,
      not_true_eq_false, iff_true] <;> ring
```

Now suppose that no $e_i$ is zero, which means that no level sits at the chemical potential. All factors $w_{ij}|e_i|$ are then positive. A nonzero $X$ has some entry $X_{ij}\neq0$, which contributes a positive term, while no other term is negative. Hence $c(X)>0$.

```lean
omit [DecidableEq n] in
/-- If no level energy is zero, the curvature is positive for every nonzero matrix. -/
theorem curvature_pos {e : n → ℝ} (he : ∀ i, e i ≠ 0) {X : Matrix n n ℂ} (hX : X ≠ 0) :
    0 < curvature e X := by
  obtain ⟨i, j, hij⟩ : ∃ i j, X i j ≠ 0 := by
    by_contra! h
    exact hX (by ext i j; exact h i j)
  have hw : ∀ i j, 0 < weight e i j * |e i| := by
    intro i j
    refine mul_pos ?_ (abs_pos.2 (he i))
    unfold weight
    split_ifs <;> norm_num
  have hn : ∀ i j, 0 ≤ weight e i j * |e i| * Complex.normSq (X i j) :=
    fun i j => mul_nonneg (hw i j).le (Complex.normSq_nonneg _)
  exact Finset.sum_pos' (fun i _ => Finset.sum_nonneg fun j _ => hn i j)
    ⟨i, Finset.mem_univ i, Finset.sum_pos' (fun j _ => hn i j)
      ⟨j, Finset.mem_univ j, mul_pos (hw i j) (Complex.normSq_pos.2 hij)⟩⟩
```

## An exact polynomial along each line

Let $X$ be Hermitian, replace it by $tX$ with real $t$, and write $d(X)=\mathrm{Re}\,\mathrm{tr}(HX^3)$. Collecting the terms gives

$$\Omega(P+tX)=\Omega(P)+t^2c(X)-2t^3d(X).$$

This is an identity for all $t$, not an expansion for small $t$. The matrix part is `h`, closed by `module` after the products have been multiplied out; the two preceding trace results then supply the coefficients.

```lean
/-- Along a Hermitian direction from the occupied-space projector the functional is exactly a
polynomial of degree at most three without linear term. -/
theorem lnv_line (e : n → ℝ) {X : Matrix n n ℂ} (hX : X.IsHermitian) (t : ℝ) :
    lnv e (projector e + (t : ℂ) • X) = lnv e (projector e) + t ^ 2 * curvature e X
      - 2 * t ^ 3 * (trace (hamiltonian e * X ^ 3)).re := by
  have h : purify (projector e + (t : ℂ) • X) = purify (projector e)
      + (t : ℂ) • linPart (projector e) X + ((t ^ 2 : ℝ) : ℂ) • quadPart (projector e) X
      - ((2 * t ^ 3 : ℝ) : ℂ) • X ^ 3 := by
    push_cast
    simp only [purify, linPart, quadPart, pow_succ, pow_zero, one_mul, mul_add, add_mul,
      smul_mul_assoc, mul_smul_comm, mul_assoc]
    module
  unfold lnv
  rw [h]
  simp only [mul_add, mul_sub, Matrix.mul_smul, trace_add, trace_sub, trace_smul, smul_eq_mul,
    first_variation, second_variation e hX, Complex.add_re, Complex.sub_re,
    Complex.re_ofReal_mul, Complex.ofReal_re, mul_zero, add_zero]
```

## Descent below any bound

Let $d=d(X)\neq0$, write $a=\Omega(P)$ and $c=c(X)$, and let $C$ be any proposed lower bound. Choose

$$K=|c|+|a-C|+1+d^2,\qquad t=K/d .$$

Since $K\ge d^2$, we get $t^2=K^2/d^2\ge K$. Also $t^3d=t^2K$, so

$$\Omega(P+tX)=a-t^2(2K-c)\le a-t^2\le a-K<C,$$

where the first inequality uses $2K-c\ge1$ and the last uses $K>a-C$. In the proof, `hKt` is $t^2\ge K$, `h3` rewrites the cubic term, and `h4` is the bound on $2K-c$.

```lean
/-- On the line from the occupied-space projector in a Hermitian direction `X` with
`Re tr(HX³) ≠ 0`, the functional takes values below any bound. -/
theorem unbounded_on_line (e : n → ℝ) {X : Matrix n n ℂ} (hX : X.IsHermitian)
    (hd : (trace (hamiltonian e * X ^ 3)).re ≠ 0) (C : ℝ) :
    ∃ t : ℝ, lnv e (projector e + (t : ℂ) • X) < C := by
  simp only [lnv_line e hX]
  generalize (trace (hamiltonian e * X ^ 3)).re = d at *
  generalize curvature e X = c
  generalize lnv e (projector e) = a
  have hd2 : 0 < d ^ 2 := by positivity
  -- a step so long that the cubic term dominates
  obtain ⟨K, hK⟩ : ∃ K, K = |c| + |a - C| + 1 + d ^ 2 := ⟨_, rfl⟩
  obtain ⟨t, ht⟩ : ∃ t, t * d = K := ⟨K / d, div_mul_cancel₀ _ hd⟩
  have hc := le_abs_self c
  have hc0 := abs_nonneg c
  have ha := le_abs_self (a - C)
  have ha0 := abs_nonneg (a - C)
  have hKt : K ≤ t ^ 2 := by
    refine le_of_mul_le_mul_right ?_ hd2
    have h1 : t ^ 2 * d ^ 2 = K * K := by rw [← ht]; ring
    rw [h1]
    exact mul_le_mul_of_nonneg_left (by linarith) (by linarith)
  have h3 : t ^ 3 * d = t ^ 2 * K := by linear_combination t ^ 2 * ht
  have h4 : 0 ≤ t ^ 2 * (2 * K - c - 1) := mul_nonneg (sq_nonneg t) (by linarith)
  exact ⟨t, by nlinarith⟩
```

## A minimum on every line, and no lower bound

The final theorem assumes at least one level (`Nonempty n`) and $e_i\neq0$ for all $i$ (`he`). It has three parts.

**Stationarity.** For every Hermitian $X$, the function $t\mapsto\Omega(P+tX)$ has derivative 0 at $t=0$; in `HasDerivAt … 0 0` the first zero is the derivative and the second is the point. By hand, the derivative of the cubic is $2tc-6t^2d$, which vanishes at $t=0$.

**Strict minimum on each line.** For Hermitian $X\neq0$ take $\delta=c/(2|d|+1)$. If $0<|t|<\delta$, then $2td\le2|t||d|<c$, so

$$\Omega(P+tX)-\Omega(P)=t^2(c-2td)>0 .$$

The radius $\delta$ depends on $X$, and the statement concerns each line separately. The condition on the energies matters here: if some $e_i=0$, the direction whose only nonzero entry is $X_{ii}=1$ leaves $\Omega$ constant.

**No lower bound.** For every real $C$ there is a Hermitian matrix with $\Omega$ below $C$. The direction $X=H$ suffices, because

$$\mathrm{tr}(H\cdot H^3)=\sum_i e_i^4>0,$$

and $P+tH$ is Hermitian for real $t$. The code proves these two facts and applies the descent result. Along this line the occupations become $p_i+te_i$: for large positive $t$, those of empty levels rise far above 1 and those of occupied levels fall far below 0, where purification no longer keeps them near the physical range.

```lean
/-- For a Hamiltonian with at least one level and no zero level energy, the functional is
stationary at the occupied-space projector along every Hermitian direction and has a strict local
minimum there on each such line with nonzero direction, yet it is unbounded below over
Hermitian matrices. -/
theorem stationary_but_unbounded [Nonempty n] (e : n → ℝ) (he : ∀ i, e i ≠ 0) :
    (∀ X : Matrix n n ℂ, X.IsHermitian →
      HasDerivAt (fun t : ℝ => lnv e (projector e + (t : ℂ) • X)) 0 0) ∧
    (∀ X : Matrix n n ℂ, X.IsHermitian → X ≠ 0 → ∃ δ > 0, ∀ t : ℝ, 0 < |t| → |t| < δ →
      lnv e (projector e) < lnv e (projector e + (t : ℂ) • X)) ∧
    (∀ C : ℝ, ∃ X : Matrix n n ℂ, X.IsHermitian ∧ lnv e X < C) := by
  refine ⟨fun X hX => ?_, fun X hX hX0 => ?_, fun C => ?_⟩
  · simp only [lnv_line e hX]
    generalize (trace (hamiltonian e * X ^ 3)).re = d
    generalize curvature e X = c
    generalize lnv e (projector e) = a
    have h2 := ((hasDerivAt_pow 2 (0 : ℝ)).mul_const c).const_add a
    have h3 := ((hasDerivAt_pow 3 (0 : ℝ)).const_mul (2 : ℝ)).mul_const d
    have h : HasDerivAt (fun t : ℝ => a + t ^ 2 * c - 2 * t ^ 3 * d)
        (((2 : ℕ) : ℝ) * 0 ^ (2 - 1) * c - 2 * (((3 : ℕ) : ℝ) * 0 ^ (3 - 1)) * d) 0 :=
      h2.fun_sub h3
    convert h using 1
    norm_num
  · have hc := curvature_pos he hX0
    simp only [lnv_line e hX]
    generalize (trace (hamiltonian e * X ^ 3)).re = d
    have hq : 0 < 2 * |d| + 1 := by positivity
    refine ⟨curvature e X / (2 * |d| + 1), div_pos hc hq, fun t ht0 ht => ?_⟩
    -- for short steps the quadratic term beats the cubic one
    have h1 := (lt_div_iff₀ hq).1 ht
    have h2 : t * d ≤ |t| * |d| := (le_abs_self _).trans_eq (abs_mul _ _)
    have h3 : 0 < t ^ 2 * (curvature e X - 2 * (t * d)) :=
      mul_pos (pow_pos ht0 2 |>.trans_eq (sq_abs t)) (by nlinarith)
    nlinarith
  · -- the Hamiltonian itself is a direction of unbounded descent
    have hH : (hamiltonian e).IsHermitian := real_diagonal_hermitian e
    have hP : (projector e).IsHermitian := real_diagonal_hermitian (occ e)
    have htr : trace (hamiltonian e * hamiltonian e ^ 3) = ((∑ i, e i ^ 4 : ℝ) : ℂ) := by
      rw [← pow_succ', hamiltonian, Matrix.diagonal_pow, trace_diagonal]
      simp
    have hpos : 0 < ∑ i, e i ^ 4 :=
      Finset.sum_pos (fun i _ => by have := he i; positivity) Finset.univ_nonempty
    obtain ⟨t, ht⟩ := unbounded_on_line e hH
      (by rw [htr, Complex.ofReal_re]; exact hpos.ne') C
    refine ⟨_, ?_, ht⟩
    rw [Matrix.IsHermitian, conjTranspose_add, conjTranspose_smul, hH.eq, hP.eq]
    simp

end

end OccupiedProjectorLNV
```

```lean
#print axioms OccupiedProjectorLNV.trace_eq_lnv
-- 'OccupiedProjectorLNV.trace_eq_lnv' depends on axioms: [propext, Classical.choice, Quot.sound]
#print axioms OccupiedProjectorLNV.stationary_but_unbounded
-- 'OccupiedProjectorLNV.stationary_but_unbounded' depends on axioms: [propext, Classical.choice, Quot.sound]
```

For density-matrix minimisation in electronic structure, in this finite, non-interacting model with no level at the chemical potential, the result is a warning about step length: a search that starts at the right answer sees a minimum in every direction, yet a long enough step along a line with $d(X)\neq0$, taken with the sign of $d(X)$, lands below it. A low value of $\Omega$ alone is therefore no evidence that the trial matrix is close to $P$.
